# The long-time average of exp(iat) times the Fourier transform of a finite spectral measure is the measure's mass at energy a

Let μ be a finite positive measure on the real line, read as a distribution over energies in units with ħ = 1, and let a be a real energy. The theorem `hasMean_fourier` says that the average over times from 0 to T of exp(iat) ∫ exp(−ixt) dμ(x) tends to μ({a}) as T grows. The total mass need not be one, so the limit is a probability only when μ is normalised; no Hamiltonian or state vector enters the statement. The attempt exchanges the time and energy integrals, then uses dominated convergence: the time average of exp(i(a−x)t) tends to 1 if x = a and to 0 otherwise.

An attempt in Lean 4 with a fault in it:

```lean
import Mathlib

open MeasureTheory Filter Topology

namespace HasMeanFourier

noncomputable section

/-- The pure oscillation `exp(i ν t)`. -/
def wave (ν t : ℝ) : ℂ := Complex.exp (((ν * t : ℝ) : ℂ) * Complex.I)

/-- The averages of the signal `f` over `[0, T]` tend to `m` as `T` grows. -/
def HasMean (f : ℝ → ℂ) (m : ℂ) : Prop :=
  Tendsto (fun T : ℝ => (T : ℂ)⁻¹ * ∫ t in (0 : ℝ)..T, f t) atTop (𝓝 m)

lemma wave_add (μ ν t : ℝ) : wave (μ + ν) t = wave μ t * wave ν t := by
  unfold wave
  rw [← Complex.exp_add]
  congr 1
  push_cast
  ring

lemma norm_wave (ν t : ℝ) : ‖wave ν t‖ = 1 := Complex.norm_exp_ofReal_mul_I _

lemma norm_average_le {f : ℝ → ℂ} {C T : ℝ} (hT : 0 < T) (hf : ∀ t, ‖f t‖ ≤ C) :
    ‖(T : ℂ)⁻¹ * ∫ t in (0 : ℝ)..T, f t‖ ≤ C := by
  have h := intervalIntegral.norm_integral_le_of_norm_le_const
    (a := (0 : ℝ)) (b := T) (f := f) (C := C) (fun t _ => hf t)
  rw [sub_zero, abs_of_pos hT] at h
  rw [norm_mul, norm_inv, Complex.norm_real, Real.norm_eq_abs, abs_of_pos hT,
    inv_mul_le_iff₀ hT]
  linarith

/-- An oscillation of nonzero frequency averages to zero. -/
theorem hasMean_wave {ν : ℝ} (hν : ν ≠ 0) : HasMean (wave ν) 0 := by
  have hc : (ν : ℂ) * Complex.I ≠ 0 :=
    mul_ne_zero (Complex.ofReal_ne_zero.mpr hν) Complex.I_ne_zero
  have key : ∀ T : ℝ, ‖∫ t in (0 : ℝ)..T, wave ν t‖ ≤ 2 / |ν| := by
    intro T
    have e : ∀ t : ℝ, wave ν t = Complex.exp ((ν : ℂ) * Complex.I * t) := by
      intro t
      unfold wave
      congr 1
      push_cast
      ring
    have h : ∫ t in (0 : ℝ)..T, wave ν t
        = (wave ν T - wave ν 0) / ((ν : ℂ) * Complex.I) := by
      simp only [e]
      exact integral_exp_mul_complex hc
    have h2 : ‖wave ν T - wave ν 0‖ ≤ 2 := by
      have := norm_sub_le (wave ν T) (wave ν 0)
      rw [norm_wave, norm_wave] at this
      linarith
    have h3 : ‖(ν : ℂ) * Complex.I‖ = |ν| := by simp
    rw [h, norm_div, h3]
    gcongr
  have lim : Tendsto (fun T : ℝ => T⁻¹ * (2 / |ν|)) atTop (𝓝 0) := by
    simpa using tendsto_inv_atTop_zero.mul_const (2 / |ν|)
  refine squeeze_zero_norm' ?_ lim
  filter_upwards [eventually_gt_atTop (0 : ℝ)] with T hT
  rw [norm_mul, norm_inv, Complex.norm_real, Real.norm_eq_abs, abs_of_pos hT]
  exact mul_le_mul_of_nonneg_left (key T) (inv_nonneg.mpr hT.le)

lemma hasMean_wave_zero : HasMean (wave 0) 1 := by
  refine Tendsto.congr' ?_ tendsto_const_nhds
  filter_upwards [eventually_gt_atTop (0 : ℝ)] with T hT
  have h : (T : ℂ) ≠ 0 := Complex.ofReal_ne_zero.mpr hT.ne'
  simp [wave, h]

/-- For a finite positive spectral measure, the average of its Fourier transform against
`exp(i a t)` tends to the spectral mass at the energy `a`. -/
theorem hasMean_fourier (μ : Measure ℝ) [IsFiniteMeasure μ] (a : ℝ) :
    HasMean (fun t => wave a t * ∫ x, wave (-x) t ∂μ) ((μ.real {a} : ℝ) : ℂ) := by
  have hint : ∀ T : ℝ, Integrable (fun p : ℝ × ℝ => wave (a - p.2) p.1)
      ((volume.restrict (Set.Ioc 0 T)).prod μ) := by
    intro T
    refine Integrable.of_bound (Continuous.aestronglyMeasurable ?_) 1
      (ae_of_all _ fun p => (norm_wave _ _).le)
    unfold wave
    fun_prop
  have lim : Tendsto (fun T : ℝ => ∫ x, (T : ℂ)⁻¹ * ∫ t in (0 : ℝ)..T, wave (a - x) t ∂μ)
      atTop (𝓝 (∫ x, Set.indicator {a} (fun _ => (1 : ℂ)) x ∂μ)) := by
    refine tendsto_integral_filter_of_dominated_convergence (fun _ => (1 : ℝ)) ?_ ?_
      (integrable_const _) (ae_of_all _ fun x => ?_)
    · filter_upwards [eventually_gt_atTop (0 : ℝ)] with T hT
      simp only [intervalIntegral.integral_of_le hT.le]
      exact ((hint T).integral_prod_right.const_mul _).aestronglyMeasurable
    · filter_upwards [eventually_gt_atTop (0 : ℝ)] with T hT
      exact ae_of_all _ fun x => norm_average_le hT fun t => (norm_wave _ t).le
    · by_cases hx : x = a
      · subst hx
        simpa [HasMean] using hasMean_wave_zero
      · simpa [HasMean, hx] using hasMean_wave (sub_ne_zero.mpr (Ne.symm hx))
  have hmass : ∫ x, Set.indicator {a} (fun _ => (1 : ℂ)) x ∂μ = ((μ.real {a} : ℝ) : ℂ) := by
    rw [integral_indicator_const _ (measurableSet_singleton a)]
    simp
  rw [hmass] at lim
  refine lim.congr' ?_
  filter_upwards [eventually_gt_atTop (0 : ℝ)] with T hT
  have e : ∀ t, wave a t * ∫ x, wave (-x) t ∂μ = ∫ x, wave (a - x) t ∂μ := by
    intro t
    rw [← integral_const_mul]
    simp only [sub_eq_add_neg, wave_add]
  -- exchange of the time and energy integrals
  have swap := integral_integral_swap (f := fun t x : ℝ => wave (a - x) t) (hint T)
  rw [integral_const_mul]
  simp only [e, intervalIntegral.integral_of_le hT.le]
  rw [swap]

end

end HasMeanFourier
```

Lean reports:

```
Main.lean:84:7: error: typeclass instance problem is stuck
  IsFiniteMeasure ?m.279

Note: Lean will not try to resolve this typeclass instance problem because the first, second, and third type arguments to `IsFiniteMeasure` are metavariables. These arguments must be fully determined before Lean will try to resolve the typeclass.

Hint: Adding type annotations and supplying implicit arguments to functions can give Lean more information for typeclass resolution. For example, if you have a variable `x` that you intend to be a `Nat`, but Lean reports it as having an unresolved type like `?m`, replacing `x` with `(x : Nat)` can get typeclass resolution un-stuck.
Main.lean:73:80: error: unsolved goals
μ : Measure ℝ
inst✝ : IsFiniteMeasure μ
a : ℝ
hint : ∀ (T : ℝ), Integrable (fun p => wave (a - p.2) p.1) ((volume.restrict (Set.Ioc 0 T)).prod μ)
lim : Tendsto (fun T => ∫ (x : ℝ), (↑T)⁻¹ * ∫ (t : ℝ) in 0..T, wave (a - x) t ∂μ) atTop (𝓝 ↑(μ.real {a}))
hmass : ∫ (x : ℝ), {a}.indicator (fun x => 1) x ∂μ = ↑(μ.real {a})
T : ℝ
hT : 0 < T
e : ∀ (t : ℝ), wave a t * ∫ (x : ℝ), wave (-x) t ∂μ = ∫ (x : ℝ), wave (a - x) t ∂μ
swap :
  ∫ (x : ℝ) in Set.Ioc 0 T, ∫ (y : ℝ), wave (a - y) x ∂μ ∂volume =
    ∫ (y : ℝ), ∫ (x : ℝ) in Set.Ioc 0 T, wave (a - y) x ∂volume ∂μ
⊢ (↑T)⁻¹ * ∫ (a_1 : ℝ), ∫ (t : ℝ) in Set.Ioc 0 T, wave (a - a_1) t ∂μ =
    (↑T)⁻¹ * ∫ (y : ℝ), ∫ (x : ℝ) in Set.Ioc 0 T, wave (a - y) x ∂volume ∂μ
```

Diagnosis. The fault is in how `lim` is parsed. In `∫ x, (T : ℂ)⁻¹ * ∫ t in (0 : ℝ)..T, wave (a - x) t ∂μ`, the `∂μ` attaches to the inner integral. Time is therefore integrated against `μ` and energy against the default `volume`, the reverse of what is meant.

The second message shows the result: after `rw [swap]`, the left side of the goal still has the measures the wrong way round, so the two sides do not match and the goal stays open.

The first message says that Lean could not determine the measure for which `integrable_const _` needs `IsFiniteMeasure`. The dominated convergence theorem uses one measure in both the integrals and their limit, but `lim` had `volume` in the former and `μ` in the latter.

Brackets round the inner integral give `∂μ` to the outer one and correct the statement. Writing `(μ := μ) (1 : ℝ)` names the measure and the constant directly, so the instance can be found at once; the messages do not show whether this is still needed once the brackets are in place. The outer brackets round the integrand and the new line break are tidying.

The change, after which it compiles:

```diff
@@ -79,8 +79,9 @@
     unfold wave
     fun_prop
-  have lim : Tendsto (fun T : ℝ => ∫ x, (T : ℂ)⁻¹ * ∫ t in (0 : ℝ)..T, wave (a - x) t ∂μ)
+  have lim : Tendsto
+      (fun T : ℝ => ∫ x, ((T : ℂ)⁻¹ * (∫ t in (0 : ℝ)..T, wave (a - x) t)) ∂μ)
       atTop (𝓝 (∫ x, Set.indicator {a} (fun _ => (1 : ℂ)) x ∂μ)) := by
     refine tendsto_integral_filter_of_dominated_convergence (fun _ => (1 : ℝ)) ?_ ?_
-      (integrable_const _) (ae_of_all _ fun x => ?_)
+      (integrable_const (μ := μ) (1 : ℝ)) (ae_of_all _ fun x => ?_)
     · filter_upwards [eventually_gt_atTop (0 : ℝ)] with T hT
       simp only [intervalIntegral.integral_of_le hT.le]
```
